# Nyquist content in the oscillator-strength sum rule on a finite sinc grid

The Hamiltonian is taken as a finite real matrix on $N$ grid points, and position acts on a grid vector by multiplying each component by the coordinate of its point. Kinetic energy in a basis of sinc functions fixes the off-diagonal elements. The diagonal is left arbitrary, so that it can hold the constant kinetic term $\pi^2/(6h^2)$ together with any local potential. The model describes one particle in one dimension, in units $\hbar=m=1$.

```lean
import Mathlib

open Matrix

namespace SincOscillatorStrength

noncomputable section

variable {N : ℕ}
```

The points are $x_j=a+hj$ with $j=0,\dots,N-1$, origin $a$ and spacing $h$. Lean's index type `Fin N` starts at zero. Numbering the points from one would only flip the overall sign of the alternating sum defined below.

```lean
/-- The equally spaced grid points `a + h j`, with origin `a` and spacing `h`. -/
def grid (a h : ℝ) (j : Fin N) : ℝ := a + h * (j : ℕ)
```

For a diagonal $d_j$, the Hamiltonian has $H_{jj}=d_j$ and, for $i\neq j$,
$$H_{ij}=\frac{(-1)^{i-j}}{h^2(i-j)^2}.$$
The code writes the sign as $(-1)^{i+j}$, which is the same number and keeps the exponent a natural number.

```lean
/-- The sinc-function Hamiltonian (units `ħ = m = 1`) on a grid of spacing `h ≠ 0`: arbitrary
diagonal `d`, and off-diagonal elements `(-1)^(i-j) / (h² (i-j)²)`. -/
def sincHamiltonian (h : ℝ) (d : Fin N → ℝ) : Matrix (Fin N) (Fin N) ℝ :=
  Matrix.of fun i j => if i = j then d i else
    (-1 : ℝ) ^ ((i : ℕ) + (j : ℕ)) / (h ^ 2 * (((i : ℕ) : ℝ) - ((j : ℕ) : ℝ)) ^ 2)
```

The eigenstates are real vectors $v_n$ with components $v_n(j)$ and energies $E_n$. They enter as a hypothesis: `IsEigenbasis H E v` says that the $N$ vectors are orthonormal and that $Hv_n=E_nv_n$.

```lean
/-- The real vectors `v n` are orthonormal eigenvectors of `H` with energies `E n`. -/
structure IsEigenbasis (H : Matrix (Fin N) (Fin N) ℝ) (E : Fin N → ℝ)
    (v : Fin N → Fin N → ℝ) : Prop where
  orthonormal : ∀ m n, v m ⬝ᵥ v n = if m = n then 1 else 0
  eigen : ∀ n, H *ᵥ v n = E n • v n
```

Alternatively, the eigenbasis could have been taken from the spectral theorem for symmetric matrices. That would remove the hypothesis, but the results would then concern the one basis which that theorem selects. In the present form they apply to every real orthonormal choice within a degenerate level.

Three quantities remain to be defined. The transition dipole is $\langle u,xw\rangle=\sum_j u(j)\,x_j\,w(j)$.

```lean
/-- The transition dipole `⟨u, x w⟩` of the position `x` between two real states. -/
def dipole (x u w : Fin N → ℝ) : ℝ := u ⬝ᵥ (fun j => x j * w j)
```

The oscillator-strength sum out of state $k$ runs over all $N$ eigenstates:
$$F_k=2\sum_n(E_n-E_k)\langle v_n,xv_k\rangle^2.$$

```lean
/-- The oscillator-strength sum `2 ∑ₙ (Eₙ - Eₖ) ⟨vₙ, x vₖ⟩²` out of the state `k`. -/
def oscillatorSum (E : Fin N → ℝ) (v : Fin N → Fin N → ℝ) (x : Fin N → ℝ) (k : Fin N) : ℝ :=
  2 * ∑ n, (E n - E k) * (dipole x (v n) (v k)) ^ 2
```

The Nyquist amplitude $S_k=\sum_j(-1)^jv_k(j)$ is the overlap with the alternating wave, the shortest wave that the grid can represent. That wave is not normalised: its squared length is $N$.

```lean
/-- The Nyquist amplitude `∑ⱼ (-1)^j u(j)`: the overlap with the alternating grid wave. -/
def nyquistAmplitude (u : Fin N → ℝ) : ℝ := ∑ j : Fin N, (-1 : ℝ) ^ (j : ℕ) * u j
```

## (a) Completeness from orthonormality

Show that $N$ orthonormal real vectors on $N$ points resolve every scalar product:
$$\sum_n(v_n\cdot f)(v_n\cdot g)=f\cdot g.$$

**Solution.** Let $V$ be the matrix with rows $v_n$. Orthonormality says $VV^{T}=1$. Since $V$ is square, $V^{T}V=1$ as well, which reads $\sum_nv_n(i)v_n(j)=\delta_{ij}$. Therefore
$$\sum_n(v_n\cdot f)(v_n\cdot g)=\sum_{i,j}f_ig_j\sum_nv_n(i)v_n(j)=\sum_if_ig_i.$$

In the code, `h1` is $VV^{T}=1$, `h2` reverses the order of the product, and `h3` is the scalar product of $Vf$ and $Vg$.

```lean
/-- Completeness: `N` orthonormal real vectors on `N` points resolve every scalar product. -/
theorem parseval {v : Fin N → Fin N → ℝ}
    (hv : ∀ m n, v m ⬝ᵥ v n = if m = n then 1 else 0) (f g : Fin N → ℝ) :
    ∑ n, (v n ⬝ᵥ f) * (v n ⬝ᵥ g) = f ⬝ᵥ g := by
  have h1 : Matrix.of v * (Matrix.of v)ᵀ = 1 := by
    ext m n
    rw [Matrix.mul_apply, Matrix.one_apply]
    exact hv m n
  -- a one-sided inverse of a square matrix is two-sided
  have h2 : (Matrix.of v)ᵀ * Matrix.of v = 1 := mul_eq_one_comm.mp h1
  have h3 : (Matrix.of v *ᵥ f) ⬝ᵥ (Matrix.of v *ᵥ g) = f ⬝ᵥ g := by
    rw [Matrix.dotProduct_mulVec, ← Matrix.mulVec_transpose, Matrix.mulVec_mulVec, h2,
      Matrix.one_mulVec]
  exact h3
```

## (b) The sum for any symmetric Hamiltonian

Let $H$ be any real symmetric matrix with eigenbasis $v_n$, and let $x$ be any real function on the grid. Eliminate the intermediate states to obtain
$$F_k=-\sum_{i,j}H_{ij}(x_i-x_j)^2v_k(i)v_k(j).$$

**Solution.** Put $f_j=x_jv_k(j)$, so that the dipole is $v_n\cdot f$. By symmetry, $v_n\cdot Hf=(Hv_n)\cdot f=E_n\,(v_n\cdot f)$. Using (a) twice gives
$$\sum_n(E_n-E_k)(v_n\cdot f)^2=f\cdot Hf-E_k\,f\cdot f.$$
The first term is $\sum_{i,j}H_{ij}x_ix_jv_k(i)v_k(j)$. In the second, the eigenvalue equation $E_kv_k(i)=\sum_jH_{ij}v_k(j)$ gives
$$E_k\,f\cdot f=\sum_{i,j}H_{ij}x_i^2v_k(i)v_k(j).$$
Exchanging $i$ and $j$ shows that $x_i^2$ may be replaced by $x_j^2$, and hence by $\tfrac12(x_i^2+x_j^2)$. The difference of the two terms is then
$$-\tfrac12\sum_{i,j}H_{ij}(x_i-x_j)^2v_k(i)v_k(j),$$
and the factor 2 in $F_k$ completes the result.

The hypothesis `hH` is the symmetry of $H$. The step `h1` removes the intermediate states, `h2` uses the eigenvalue equation, `h3` exchanges the indices, `h4` expands $f\cdot Hf$, and `h5` expands the squared distance. The final `linarith` combines these equations.

```lean
/-- Sum rule for any real symmetric Hamiltonian on a grid: the oscillator-strength sum is
fixed by the reference state and the matrix elements `H i j` weighted by squared distance. -/
theorem oscillatorSum_eq {H : Matrix (Fin N) (Fin N) ℝ} {E : Fin N → ℝ}
    {v : Fin N → Fin N → ℝ} (hH : Hᵀ = H) (hb : IsEigenbasis H E v)
    (x : Fin N → ℝ) (k : Fin N) :
    oscillatorSum E v x k = -∑ i, ∑ j, H i j * (x i - x j) ^ 2 * v k i * v k j := by
  obtain ⟨f, hf⟩ : ∃ f : Fin N → ℝ, f = fun j => x j * v k j := ⟨_, rfl⟩
  have hE : ∀ n, v n ⬝ᵥ (H *ᵥ f) = E n * (v n ⬝ᵥ f) := fun n => by
    rw [Matrix.dotProduct_mulVec, ← Matrix.mulVec_transpose, hH, hb.eigen, smul_dotProduct,
      smul_eq_mul]
  -- remove the intermediate states by completeness
  have h1 : ∑ n, (E n - E k) * (v n ⬝ᵥ f) ^ 2 = f ⬝ᵥ (H *ᵥ f) - E k * (f ⬝ᵥ f) := by
    rw [← parseval hb.orthonormal f (H *ᵥ f), ← parseval hb.orthonormal f f,
      Finset.mul_sum, ← Finset.sum_sub_distrib]
    refine Finset.sum_congr rfl fun n _ => ?_
    rw [hE]
    ring
  -- use the eigenvalue equation of the reference state
  have he : ∀ i, ∑ j, H i j * v k j = E k * v k i := fun i => congrFun (hb.eigen k) i
  have h2 : E k * (f ⬝ᵥ f) = ∑ i, ∑ j, H i j * x i ^ 2 * v k i * v k j := by
    simp only [dotProduct, Finset.mul_sum, hf]
    refine Finset.sum_congr rfl fun i _ => ?_
    have hi : ∑ j, H i j * x i ^ 2 * v k i * v k j
        = x i ^ 2 * v k i * ∑ j, H i j * v k j := by
      rw [Finset.mul_sum]
      exact Finset.sum_congr rfl fun j _ => by ring
    rw [hi, he]
    ring
  have h3 : ∑ i, ∑ j, H i j * x i ^ 2 * v k i * v k j
      = ∑ i, ∑ j, H i j * x j ^ 2 * v k i * v k j := by
    rw [Finset.sum_comm]
    refine Finset.sum_congr rfl fun i _ => Finset.sum_congr rfl fun j _ => ?_
    have hs : H j i = H i j := congrFun (congrFun hH i) j
    rw [hs]
    ring
  have h4 : f ⬝ᵥ (H *ᵥ f) = ∑ i, ∑ j, H i j * (x i * x j) * v k i * v k j := by
    simp only [dotProduct, Matrix.mulVec, Finset.mul_sum, hf]
    exact Finset.sum_congr rfl fun i _ => Finset.sum_congr rfl fun j _ => by ring
  -- complete the square in the distance
  have h5 : ∑ i, ∑ j, H i j * (x i - x j) ^ 2 * v k i * v k j
      = ∑ i, ∑ j, H i j * x i ^ 2 * v k i * v k j
        + ∑ i, ∑ j, H i j * x j ^ 2 * v k i * v k j
        - 2 * ∑ i, ∑ j, H i j * (x i * x j) * v k i * v k j := by
    simp only [Finset.mul_sum, ← Finset.sum_add_distrib, ← Finset.sum_sub_distrib]
    exact Finset.sum_congr rfl fun i _ => Finset.sum_congr rfl fun j _ => by ring
  unfold oscillatorSum dipole
  rw [← hf, h1, h4, h5]
  linarith [h2, h3]
```

## (c) Symmetry of the sinc matrix

To apply (b) to the sinc Hamiltonian, check that
$$H_{ji}=H_{ij}.$$

**Solution.** On the diagonal there is nothing to show. Off the diagonal, the sign depends only on $i+j$ and the denominator only on $(i-j)^2$, and neither changes when the indices are exchanged. The proof makes the same distinction with `by_cases`.

```lean
/-- The sinc Hamiltonian is symmetric. -/
theorem sincHamiltonian_transpose (h : ℝ) (d : Fin N → ℝ) :
    (sincHamiltonian h d)ᵀ = sincHamiltonian h d := by
  ext i j
  simp only [Matrix.transpose_apply, sincHamiltonian, Matrix.of_apply]
  by_cases hij : i = j
  · subst hij
    rfl
  · rw [if_neg hij, if_neg (Ne.symm hij), add_comm (j : ℕ) (i : ℕ),
      sub_sq_comm ((j : ℕ) : ℝ) ((i : ℕ) : ℝ)]
```

## (d) Weighting by the squared distance

For $h\neq0$, show that
$$H_{ij}(x_i-x_j)^2=(-1)^i(-1)^j-\delta_{ij}.$$

**Solution.** The origin cancels in $x_i-x_j=h(i-j)$. For $i\neq j$ the factor $h^2(i-j)^2$ therefore cancels the denominator of $H_{ij}$ and leaves the sign $(-1)^{i-j}=(-1)^i(-1)^j$. For $i=j$ the left side is zero, whatever $d_i$ is, and the right side is $1-1=0$.

The left side is minus the $(i,j)$ element of $[x,[H,x]]$. In the continuum this double commutator is the identity; on the grid, the matrix with elements $(-1)^i(-1)^j$ is subtracted from it.

In the code, `hne` says that distinct points have distinct indices, `hd` is the squared distance, and `div_mul_cancel₀` performs the cancellation.

```lean
/-- For spacing `h ≠ 0`, weighting the sinc Hamiltonian by the squared distance leaves the
alternating sign `(-1)^i (-1)^j` off the diagonal and zero on it. -/
theorem sinc_mul_dist_sq {h : ℝ} (hh : h ≠ 0) (a : ℝ) (d : Fin N → ℝ) (i j : Fin N) :
    sincHamiltonian h d i j * (grid a h i - grid a h j) ^ 2
      = (-1 : ℝ) ^ (i : ℕ) * (-1 : ℝ) ^ (j : ℕ) - if i = j then 1 else 0 := by
  by_cases hij : i = j
  · subst hij
    rw [if_pos rfl, ← mul_pow]
    norm_num
  · have hne : ((i : ℕ) : ℝ) - ((j : ℕ) : ℝ) ≠ 0 :=
      sub_ne_zero.mpr fun e => hij (Fin.ext (Nat.cast_injective e))
    have hd : (grid a h i - grid a h j) ^ 2
        = h ^ 2 * (((i : ℕ) : ℝ) - ((j : ℕ) : ℝ)) ^ 2 := by
      unfold grid
      ring
    simp only [sincHamiltonian, Matrix.of_apply]
    rw [if_neg hij, if_neg hij, hd,
      div_mul_cancel₀ _ (mul_ne_zero (pow_ne_zero 2 hh) (pow_ne_zero 2 hne)), pow_add, sub_zero]
```

## (e) The sum rule on the sinc grid

For $h\neq0$, any diagonal, any origin and every eigenstate $k$, derive
$$F_k=1-S_k^2.$$

**Solution.** Insert (d) into (b):
$$F_k=-\sum_{i,j}(-1)^iv_k(i)\,(-1)^jv_k(j)+\sum_iv_k(i)^2.$$
The double sum factorises into $S_k^2$, and the last sum is 1 by normalisation.

For one particle in a local potential, the continuum Thomas–Reiche–Kuhn rule gives 1 for every bound state. On the grid that value is reached exactly when $S_k=0$. The shortfall $S_k^2$ is $N$ times the weight of the state on the normalised alternating wave. It registers that one wave only, so $S_k=0$ does not show that the state is well resolved: on an odd number of points, every state that is odd about the middle point has $S_k=0$, however short its waves.

In `sinc_oscillatorSum`, the hypothesis `hb` supplies the eigenbasis. The proof names normalisation `hn`, the squared amplitude as a double sum `hS`, and the inserted identity `ht`; `Finset.sum_ite_eq` then collapses the Kronecker delta.

```lean
/-- Oscillator-strength sum rule on a sinc grid of spacing `h ≠ 0`: for every eigenstate the
sum is one minus the squared Nyquist amplitude of that state. -/
theorem sinc_oscillatorSum {h : ℝ} (hh : h ≠ 0) (a : ℝ) {d E : Fin N → ℝ}
    {v : Fin N → Fin N → ℝ} (hb : IsEigenbasis (sincHamiltonian h d) E v) (k : Fin N) :
    oscillatorSum E v (grid a h) k = 1 - nyquistAmplitude (v k) ^ 2 := by
  have hn : ∑ i, v k i * v k i = 1 := (hb.orthonormal k k).trans (if_pos rfl)
  have hS : nyquistAmplitude (v k) ^ 2
      = ∑ i : Fin N, ∑ j : Fin N,
        ((-1 : ℝ) ^ (i : ℕ) * v k i) * ((-1 : ℝ) ^ (j : ℕ) * v k j) := by
    unfold nyquistAmplitude
    rw [sq, Finset.sum_mul_sum]
  have ht : ∀ i j, sincHamiltonian h d i j * (grid a h i - grid a h j) ^ 2 * v k i * v k j
      = ((-1 : ℝ) ^ (i : ℕ) * v k i) * ((-1 : ℝ) ^ (j : ℕ) * v k j)
        - if i = j then v k i * v k j else 0 := fun i j => by
    rw [sinc_mul_dist_sq hh]
    split_ifs <;> ring
  rw [oscillatorSum_eq (sincHamiltonian_transpose h d) hb, hS]
  simp only [ht, Finset.sum_sub_distrib, Finset.sum_ite_eq, Finset.mem_univ, if_true]
  rw [hn]
  ring
```

## (f) Bounds for the lowest and highest states

Show that, for $h\neq0$ and whatever the diagonal,
$$E_k\le E_n\ \text{for all }n\ \Rightarrow\ S_k^2\le1,\qquad E_k\ge E_n\ \text{for all }n\ \Rightarrow\ S_k^2\ge1.$$

**Solution.** If $k$ has the lowest energy, every term $(E_n-E_k)\langle v_n,xv_k\rangle^2$ is non-negative. Hence $F_k\ge0$, and (e) gives $S_k^2\le1$. If $k$ has the highest energy, every term is non-positive, so $F_k\le0$ and $S_k^2\ge1$. Degenerate extremal levels are allowed. For $N=1$ the single state is both lowest and highest, and $S_k^2=1$.

The Lean proof sets the origin to zero, since the claim does not involve it. In each half, `h0` is the sign of the sum and `linarith` combines it with the sum rule `hs`.

```lean
/-- For spacing `h ≠ 0` and any diagonal, a state of lowest energy has squared Nyquist amplitude
at most one, and a state of highest energy has at least one. -/
theorem nyquist_bounds {h : ℝ} (hh : h ≠ 0) {d E : Fin N → ℝ}
    {v : Fin N → Fin N → ℝ} (hb : IsEigenbasis (sincHamiltonian h d) E v) (k : Fin N) :
    ((∀ n, E k ≤ E n) → nyquistAmplitude (v k) ^ 2 ≤ 1) ∧
      ((∀ n, E n ≤ E k) → 1 ≤ nyquistAmplitude (v k) ^ 2) := by
  have hs := sinc_oscillatorSum hh 0 hb k
  unfold oscillatorSum at hs
  -- all excitation energies have one sign, hence so does the sum
  constructor
  · intro hk
    have h0 : 0 ≤ ∑ n, (E n - E k) * (dipole (grid 0 h) (v n) (v k)) ^ 2 :=
      Finset.sum_nonneg fun n _ => mul_nonneg (sub_nonneg.mpr (hk n)) (sq_nonneg _)
    linarith
  · intro hk
    have h0 : ∑ n, (E n - E k) * (dipole (grid 0 h) (v n) (v k)) ^ 2 ≤ 0 :=
      Finset.sum_nonpos fun n _ =>
        mul_nonpos_of_nonpos_of_nonneg (sub_nonpos.mpr (hk n)) (sq_nonneg _)
    linarith
```

## (g) A two-point example with rational entries

Take $N=2$, $h=1$ and the diagonal $(4/3,\,3/4)$. Verify that
$$v_0=\left(\tfrac35,\tfrac45\right),\quad v_1=\left(-\tfrac45,\tfrac35\right),\quad E_0=0,\quad E_1=\tfrac{25}{12}$$
form an eigenbasis, and that $S_0=-\tfrac15$.

**Solution.** The off-diagonal element is $-1$. Both vectors have length one, and their scalar product is $-\tfrac{12}{25}+\tfrac{12}{25}=0$. Multiplying out,
$$Hv_0=\left(\tfrac45-\tfrac45,\,-\tfrac35+\tfrac35\right)=0,$$
$$Hv_1=\left(-\tfrac{16}{15}-\tfrac35,\ \tfrac45+\tfrac9{20}\right)=\left(-\tfrac53,\tfrac54\right)=\tfrac{25}{12}v_1.$$
The amplitude is $S_0=\tfrac35-\tfrac45=-\tfrac15$, so (e) gives $F_0=\tfrac{24}{25}$. The direct sum agrees: with $x=(0,1)$ the dipole is $\tfrac35\cdot\tfrac45=\tfrac{12}{25}$, and $2\cdot\tfrac{25}{12}\cdot\left(\tfrac{12}{25}\right)^2=\tfrac{24}{25}$.

The theorem records the eigenbasis and the amplitude, which shows that the hypotheses of (e) can be met by a state with non-zero Nyquist content. Its proof goes through the components with `fin_cases` and evaluates each with `norm_num`.

```lean
/-- Two grid points of unit spacing with diagonal `4/3, 3/4`: the states `(3/5, 4/5)` and
`(-4/5, 3/5)` form an eigenbasis with energies `0` and `25/12`, and the first has Nyquist
amplitude `-1/5`. -/
theorem eigenbasis_witness :
    IsEigenbasis (sincHamiltonian 1 ![4 / 3, 3 / 4]) ![0, 25 / 12]
      ![![3 / 5, 4 / 5], ![-4 / 5, 3 / 5]] ∧
    nyquistAmplitude ![3 / 5, 4 / 5] = -1 / 5 := by
  refine ⟨⟨?_, ?_⟩, ?_⟩
  · intro m n
    fin_cases m <;> fin_cases n <;> norm_num [dotProduct, Fin.sum_univ_two]
  · intro n
    ext i
    fin_cases n <;> fin_cases i <;>
      norm_num [sincHamiltonian, Matrix.mulVec, dotProduct, Fin.sum_univ_two]
  · norm_num [nyquistAmplitude, Fin.sum_univ_two]

end

end SincOscillatorStrength
```

```lean
#print axioms SincOscillatorStrength.sinc_oscillatorSum
#print axioms SincOscillatorStrength.nyquist_bounds
```

```
'SincOscillatorStrength.sinc_oscillatorSum' depends on axioms: [propext, Classical.choice, Quot.sound]
'SincOscillatorStrength.nyquist_bounds' depends on axioms: [propext, Classical.choice, Quot.sound]
```
